# At fixed oblique incidence, the tangential electric field of p-polarised light just outside a surface vanishes relative to the normal one as |ε| → ∞

## Molecules lying flat on a metal

Infrared light is reflected from a metal carrying a layer of adsorbed molecules. Vibrations whose dipole moment changes along the surface normal show up in the spectrum, while those whose dipole moment changes parallel to the surface are nearly invisible. Part of the reason is the field that drives them: for p-polarised light arriving well away from the normal, the electric field just outside a good metal is almost entirely normal to the surface. How large is the tangential remainder at finite permittivity?

The model is a flat, sharp boundary between vacuum and a homogeneous, isotropic, non-magnetic medium of complex permittivity ε ≠ 0 with local response. A p-polarised plane wave arrives at angle t from the normal, with 0 < t < π/2.

## Reflection amplitude from field matching

Measure wavenumbers in units of the vacuum wavenumber. The tangential wavenumber sin t is the same on both sides, so the normal wavenumber s inside satisfies

s² = ε − sin² t.

Let the incident magnetic amplitude be 1, the reflected one r and the transmitted one τ. Continuity of the tangential magnetic and electric fields gives

1 + r = τ,
cos t (1 − r) = (s/ε) τ.

Insert the first equation into the second and multiply by ε:

ε cos t (1 − r) = s (1 + r),
ε cos t − s = r (ε cos t + s).

With D = ε cos t + s nonzero, r = (ε cos t − s)/D, the Fresnel amplitude.

## The field ratio and its bounds

From r one finds

1 − r = 2s/D,
1 + r = 2ε cos t/D.

In units of the incident amplitude, the tangential electric field just outside the surface is cos t (1 − r) and the normal one is sin t (1 + r) = 2ε sin t cos t/D, which is nonzero. Their ratio is

R = (2s cos t/D) / (2ε sin t cos t/D) = s/(ε sin t).

Taking the squared modulus and using |s|² = |s²| gives

|R|² = |ε − sin² t| / (|ε|² sin² t).

The triangle inequality puts the numerator between |ε| − sin² t and |ε| + sin² t, hence

(|ε| − sin² t)/(|ε|² sin² t) ≤ |R|² ≤ (|ε| + sin² t)/(|ε|² sin² t).

Since sin² t ≤ 1, the upper bound is at most (|ε| + 1)/(|ε|² sin² t). For ε = −a with a > 0, the numerator is |−a − sin² t| = a + sin² t, so the upper bound is attained.

## When the denominator can vanish

If D = 0, then s = −ε cos t, and squaring gives ε² cos² t = ε − sin² t. With sin² t + cos² t = 1 this factorises:

(ε − 1)(ε cos² t − sin² t) = 0.

So D can vanish only at ε = 1 or ε = tan² t, and never for negative real ε or for |ε| > 1 + tan² t.

## The limit of large |ε|

Multiplying the bounds by |ε| gives

1/sin² t − 1/|ε| ≤ |ε| |R|² ≤ 1/sin² t + 1/|ε|.

Hence |ε| |R|² → 1/sin² t as |ε| → ∞ at fixed t, and R itself tends to 0.

## How the Lean statements express the physics

The permittivity `ε` and the normal wavenumber `s` are complex numbers, and `t` is real. The definitions `fresnelP`, `tangentialField`, `normalField` and `fieldRatio` are r, the two components of the electric field just outside the surface, and R. Where a docstring says only "outside the surface", this same position is meant.

In `surface_field_ratio`, `h0` and `h1` exclude normal and grazing incidence, `hε` says ε ≠ 0, `hs` is the dispersion relation and `hD` says D ≠ 0. The conclusion has four parts: the normal field is nonzero, R = s/(ε sin t), and the lower and upper bounds hold.

The hypothesis `hs` does not choose a square root. Physically one takes the wave that travels or decays into the medium; the theorems hold for either sign of `s`.

The limit theorems take families `ε i` and `s i` and a filter `l` along which `‖ε i‖` tends to infinity, which covers sequences as well as continuous parameters. The phase of ε may vary freely along the family, while the angle stays fixed. Neither theorem assumes D ≠ 0.

The matching conditions are the starting point and are not derived from Maxwell's equations. The theorems concern the macroscopic field, not absorption intensities or the local field at a molecule. The namespace is named after the surface selection rule for vibrational spectra, but only the statement about the driving field is proved here. In simulated infrared spectra of adsorbates, keeping only the normal component of the dipole derivative corresponds, as far as the driving field is concerned, to the |ε| → ∞ limit of this sharp-interface, local-response model.

## The complete file

```lean
import Mathlib

open Filter Topology

namespace SurfaceSelectionRule

noncomputable section

/-- Fresnel reflection amplitude for p-polarised light at angle `t` on a medium of permittivity
`ε`, with `s` the normal wavenumber inside in vacuum units; domain `ε cos t + s ≠ 0`. -/
def fresnelP (t : ℝ) (ε s : ℂ) : ℂ :=
  (ε * (Real.cos t : ℂ) - s) / (ε * (Real.cos t : ℂ) + s)

/-- Tangential electric field just outside the surface, in units of the incident amplitude,
when the reflection amplitude is `r`. -/
def tangentialField (t : ℝ) (r : ℂ) : ℂ := (Real.cos t : ℂ) * (1 - r)

/-- Normal electric field just outside the surface, in units of the incident amplitude,
when the reflection amplitude is `r`. -/
def normalField (t : ℝ) (r : ℂ) : ℂ := (Real.sin t : ℂ) * (1 + r)

/-- Ratio of tangential to normal electric field just outside the surface; domain
`ε cos t + s ≠ 0` and nonzero normal field. -/
def fieldRatio (t : ℝ) (ε s : ℂ) : ℂ :=
  tangentialField t (fresnelP t ε s) / normalField t (fresnelP t ε s)

/-- Closed forms of `1 - r` and `1 + r` for the Fresnel amplitude `r`. -/
theorem one_sub_and_one_add_fresnelP {t : ℝ} {ε s : ℂ}
    (hD : ε * (Real.cos t : ℂ) + s ≠ 0) :
    1 - fresnelP t ε s = 2 * s / (ε * (Real.cos t : ℂ) + s) ∧
    1 + fresnelP t ε s = 2 * (ε * (Real.cos t : ℂ)) / (ε * (Real.cos t : ℂ) + s) := by
  unfold fresnelP
  constructor
  · rw [eq_div_iff hD, sub_mul, div_mul_cancel₀ _ hD]
    ring
  · rw [eq_div_iff hD, add_mul, div_mul_cancel₀ _ hD]
    ring

/-- Continuity of the tangential magnetic field (transmitted amplitude `τ`) and of the tangential
electric field holds exactly when `r` is the Fresnel amplitude and `τ = 1 + r`. -/
theorem matching_iff_fresnelP {t : ℝ} {ε s : ℂ} (hε : ε ≠ 0)
    (hD : ε * (Real.cos t : ℂ) + s ≠ 0) (r τ : ℂ) :
    (1 + r = τ ∧ tangentialField t r = s / ε * τ) ↔
      (r = fresnelP t ε s ∧ τ = 1 + fresnelP t ε s) := by
  have hc : s / ε * ε = s := div_mul_cancel₀ s hε
  constructor
  · rintro ⟨h1, h2⟩
    unfold tangentialField at h2
    have hr : r = fresnelP t ε s := by
      unfold fresnelP
      rw [eq_div_iff hD]
      linear_combination (-ε) * h2 - τ * hc + s * h1
    exact ⟨hr, by rw [← hr, h1]⟩
  · rintro ⟨h1, h2⟩
    obtain ⟨hm, hp⟩ := one_sub_and_one_add_fresnelP hD
    refine ⟨by rw [h1, h2], ?_⟩
    unfold tangentialField
    rw [h2, h1, hm, hp]
    linear_combination
      (-(2 * (Real.cos t : ℂ) / (ε * (Real.cos t : ℂ) + s))) * hc

/-- The Fresnel denominator is nonzero unless `ε = 1` or `ε cos² t = sin² t`. -/
theorem denominator_ne_zero {t : ℝ} {ε s : ℂ} (hs : s ^ 2 = ε - (Real.sin t : ℂ) ^ 2)
    (h1 : ε ≠ 1) (h2 : ε * (Real.cos t : ℂ) ^ 2 ≠ (Real.sin t : ℂ) ^ 2) :
    ε * (Real.cos t : ℂ) + s ≠ 0 := by
  intro hD
  have trig : (Real.sin t : ℂ) ^ 2 + (Real.cos t : ℂ) ^ 2 = 1 := by
    exact_mod_cast Real.sin_sq_add_cos_sq t
  -- a zero of the denominator is a root of a quadratic in ε that factorises
  have h : (ε - 1) * (ε * (Real.cos t : ℂ) ^ 2 - (Real.sin t : ℂ) ^ 2) = 0 := by
    linear_combination (ε * (Real.cos t : ℂ) - s) * hD + hs - ε * trig
  exact mul_ne_zero (sub_ne_zero.mpr h1) (sub_ne_zero.mpr h2) h

/-- The normal field outside the surface is nonzero, and the tangential-to-normal ratio
is `s / (ε sin t)`. -/
theorem fieldRatio_eq {t : ℝ} (h0 : 0 < t) (h1 : t < Real.pi / 2) {ε s : ℂ} (hε : ε ≠ 0)
    (hD : ε * (Real.cos t : ℂ) + s ≠ 0) :
    normalField t (fresnelP t ε s) ≠ 0 ∧
      fieldRatio t ε s = s / (ε * (Real.sin t : ℂ)) := by
  have hS : (Real.sin t : ℂ) ≠ 0 := Complex.ofReal_ne_zero.mpr
    (Real.sin_pos_of_pos_of_lt_pi h0 (by linarith [Real.pi_pos])).ne'
  have hC : (Real.cos t : ℂ) ≠ 0 := Complex.ofReal_ne_zero.mpr
    (Real.cos_pos_of_mem_Ioo ⟨by linarith [Real.pi_pos], h1⟩).ne'
  obtain ⟨hm, hp⟩ := one_sub_and_one_add_fresnelP hD
  have hN : normalField t (fresnelP t ε s) ≠ 0 := by
    unfold normalField
    rw [hp]
    exact mul_ne_zero hS (div_ne_zero (mul_ne_zero two_ne_zero (mul_ne_zero hε hC)) hD)
  refine ⟨hN, ?_⟩
  unfold fieldRatio
  rw [div_eq_div_iff hN (mul_ne_zero hε hS)]
  unfold tangentialField normalField
  rw [hm, hp]
  ring

/-- The squared modulus of the field ratio is `|ε - sin² t| / (|ε|² sin² t)`. -/
theorem fieldRatio_norm_sq {t : ℝ} (h0 : 0 < t) (h1 : t < Real.pi / 2) {ε s : ℂ} (hε : ε ≠ 0)
    (hs : s ^ 2 = ε - (Real.sin t : ℂ) ^ 2) (hD : ε * (Real.cos t : ℂ) + s ≠ 0) :
    ‖fieldRatio t ε s‖ ^ 2 =
      ‖ε - (Real.sin t : ℂ) ^ 2‖ / (‖ε‖ ^ 2 * Real.sin t ^ 2) := by
  rw [(fieldRatio_eq h0 h1 hε hD).2, norm_div, norm_mul, div_pow, mul_pow, ← norm_pow s 2, hs,
    Complex.norm_real, Real.norm_eq_abs, sq_abs]

/-- Outside the surface the normal field is nonzero, the tangential-to-normal ratio is
`s / (ε sin t)`, and its squared modulus lies between `(|ε| ∓ sin² t) / (|ε|² sin² t)`. -/
theorem surface_field_ratio {t : ℝ} (h0 : 0 < t) (h1 : t < Real.pi / 2) {ε s : ℂ} (hε : ε ≠ 0)
    (hs : s ^ 2 = ε - (Real.sin t : ℂ) ^ 2) (hD : ε * (Real.cos t : ℂ) + s ≠ 0) :
    normalField t (fresnelP t ε s) ≠ 0 ∧
    fieldRatio t ε s = s / (ε * (Real.sin t : ℂ)) ∧
    (‖ε‖ - Real.sin t ^ 2) / (‖ε‖ ^ 2 * Real.sin t ^ 2) ≤ ‖fieldRatio t ε s‖ ^ 2 ∧
    ‖fieldRatio t ε s‖ ^ 2 ≤ (‖ε‖ + Real.sin t ^ 2) / (‖ε‖ ^ 2 * Real.sin t ^ 2) := by
  obtain ⟨hN, hR⟩ := fieldRatio_eq h0 h1 hε hD
  have hn : ‖(Real.sin t : ℂ) ^ 2‖ = Real.sin t ^ 2 := by
    rw [norm_pow, Complex.norm_real, Real.norm_eq_abs, sq_abs]
  have hl := norm_sub_norm_le ε ((Real.sin t : ℂ) ^ 2)
  have hu := norm_sub_le ε ((Real.sin t : ℂ) ^ 2)
  rw [hn] at hl hu
  rw [fieldRatio_norm_sq h0 h1 hε hs hD]
  exact ⟨hN, hR, div_le_div_of_nonneg_right hl (by positivity),
    div_le_div_of_nonneg_right hu (by positivity)⟩

/-- For a negative real permittivity `-a` the upper bound on the squared ratio is attained. -/
theorem fieldRatio_norm_sq_of_neg {t a : ℝ} (h0 : 0 < t) (h1 : t < Real.pi / 2) (ha : 0 < a)
    {s : ℂ} (hs : s ^ 2 = ((-a : ℝ) : ℂ) - (Real.sin t : ℂ) ^ 2) :
    ‖fieldRatio t ((-a : ℝ) : ℂ) s‖ ^ 2 =
      (a + Real.sin t ^ 2) / (a ^ 2 * Real.sin t ^ 2) := by
  have hS := Real.sin_pos_of_pos_of_lt_pi h0 (by linarith [Real.pi_pos])
  have hD := denominator_ne_zero hs
    (fun h => by
      have h' : -a = 1 := by exact_mod_cast h
      linarith)
    (fun h => by
      have h' : -a * Real.cos t ^ 2 = Real.sin t ^ 2 := by exact_mod_cast h
      nlinarith [mul_nonneg ha.le (sq_nonneg (Real.cos t)), pow_pos hS 2])
  have e : ((-a : ℝ) : ℂ) - (Real.sin t : ℂ) ^ 2 = ((-(a + Real.sin t ^ 2) : ℝ) : ℂ) := by
    push_cast
    ring
  rw [fieldRatio_norm_sq h0 h1 (Complex.ofReal_ne_zero.mpr (by linarith)) hs hD, e,
    Complex.norm_real, Complex.norm_real, norm_neg, norm_neg, Real.norm_of_nonneg ha.le,
    Real.norm_of_nonneg (by positivity)]

/-- As `|ε|` grows without bound, `|ε|` times the squared field ratio tends to `1 / sin² t`. -/
theorem fieldRatio_rate {ι : Type*} {l : Filter ι} {t : ℝ} (h0 : 0 < t) (h1 : t < Real.pi / 2)
    {ε s : ι → ℂ} (hs : ∀ i, s i ^ 2 = ε i - (Real.sin t : ℂ) ^ 2)
    (hε : Tendsto (fun i => ‖ε i‖) l atTop) :
    Tendsto (fun i => ‖ε i‖ * ‖fieldRatio t (ε i) (s i)‖ ^ 2) l
      (𝓝 (1 / Real.sin t ^ 2)) := by
  have hS := Real.sin_pos_of_pos_of_lt_pi h0 (by linarith [Real.pi_pos])
  have hC := Real.cos_pos_of_mem_Ioo ⟨by linarith [Real.pi_pos], h1⟩
  have hinv : Tendsto (fun i => ‖ε i‖⁻¹) l (𝓝 0) := tendsto_inv_atTop_zero.comp hε
  have alg : ∀ n S x : ℝ, n ≠ 0 → S ≠ 0 →
      n * ((n + x * S ^ 2) / (n ^ 2 * S ^ 2)) = 1 / S ^ 2 + x * n⁻¹ := by
    intro n S x hn hS
    field_simp
  -- for large |ε| the Fresnel denominator is nonzero and both bounds apply
  have hb : ∀ᶠ i in l,
      1 / Real.sin t ^ 2 - ‖ε i‖⁻¹ ≤ ‖ε i‖ * ‖fieldRatio t (ε i) (s i)‖ ^ 2 ∧
      ‖ε i‖ * ‖fieldRatio t (ε i) (s i)‖ ^ 2 ≤ 1 / Real.sin t ^ 2 + ‖ε i‖⁻¹ := by
    filter_upwards [hε.eventually_gt_atTop (1 + Real.sin t ^ 2 / Real.cos t ^ 2)] with i hi
    have hq : 0 < Real.sin t ^ 2 / Real.cos t ^ 2 := by positivity
    have hn : 0 < ‖ε i‖ := by linarith
    have hD := denominator_ne_zero (hs i)
      (fun h => by
        rw [h, norm_one] at hi
        linarith)
      (fun h => by
        have h' := congrArg norm h
        simp only [norm_mul, norm_pow, Complex.norm_real, Real.norm_eq_abs, sq_abs] at h'
        have h'' := (eq_div_iff (pow_pos hC 2).ne').mpr h'
        linarith)
    obtain ⟨-, -, hl, hu⟩ := surface_field_ratio h0 h1 (norm_pos_iff.mp hn) (hs i) hD
    have hl' := mul_le_mul_of_nonneg_left hl hn.le
    have hu' := mul_le_mul_of_nonneg_left hu hn.le
    have el := alg ‖ε i‖ (Real.sin t) (-1) hn.ne' hS.ne'
    have eu := alg ‖ε i‖ (Real.sin t) 1 hn.ne' hS.ne'
    rw [neg_one_mul, neg_one_mul, ← sub_eq_add_neg, ← sub_eq_add_neg] at el
    rw [one_mul, one_mul] at eu
    exact ⟨el ▸ hl', eu ▸ hu'⟩
  have hlow : Tendsto (fun i => 1 / Real.sin t ^ 2 - ‖ε i‖⁻¹) l (𝓝 (1 / Real.sin t ^ 2)) := by
    simpa only [sub_zero] using (tendsto_const_nhds (x := 1 / Real.sin t ^ 2)).sub hinv
  have hup : Tendsto (fun i => 1 / Real.sin t ^ 2 + ‖ε i‖⁻¹) l (𝓝 (1 / Real.sin t ^ 2)) := by
    simpa only [add_zero] using (tendsto_const_nhds (x := 1 / Real.sin t ^ 2)).add hinv
  exact tendsto_of_tendsto_of_tendsto_of_le_of_le' hlow hup
    (hb.mono fun _ h => h.1) (hb.mono fun _ h => h.2)

/-- As `|ε|` grows without bound at a fixed angle, the tangential field outside the surface vanishes
relative to the normal field. -/
theorem fieldRatio_tendsto_zero {ι : Type*} {l : Filter ι} {t : ℝ} (h0 : 0 < t)
    (h1 : t < Real.pi / 2) {ε s : ι → ℂ} (hs : ∀ i, s i ^ 2 = ε i - (Real.sin t : ℂ) ^ 2)
    (hε : Tendsto (fun i => ‖ε i‖) l atTop) :
    Tendsto (fun i => fieldRatio t (ε i) (s i)) l (𝓝 0) := by
  have hinv : Tendsto (fun i => ‖ε i‖⁻¹) l (𝓝 0) := tendsto_inv_atTop_zero.comp hε
  have h := (fieldRatio_rate h0 h1 hs hε).mul hinv
  rw [mul_zero] at h
  -- divide the finite limit by |ε|, then take the square root
  have h2 : Tendsto (fun i => ‖fieldRatio t (ε i) (s i)‖ ^ 2) l (𝓝 0) := by
    refine h.congr' ?_
    filter_upwards [hε.eventually_gt_atTop 0] with i hi
    rw [mul_comm ‖ε i‖, mul_assoc, mul_inv_cancel₀ hi.ne', mul_one]
  have h3 := (Real.continuous_sqrt.tendsto 0).comp h2
  rw [tendsto_zero_iff_norm_tendsto_zero]
  simpa only [Function.comp_def, Real.sqrt_sq_eq_abs, abs_norm, Real.sqrt_zero] using h3

end

end SurfaceSelectionRule
```

```lean
#print axioms SurfaceSelectionRule.matching_iff_fresnelP
-- 'SurfaceSelectionRule.matching_iff_fresnelP' depends on axioms: [propext, Classical.choice, Quot.sound]
#print axioms SurfaceSelectionRule.fieldRatio_norm_sq_of_neg
-- 'SurfaceSelectionRule.fieldRatio_norm_sq_of_neg' depends on axioms: [propext, Classical.choice, Quot.sound]
#print axioms SurfaceSelectionRule.fieldRatio_tendsto_zero
-- 'SurfaceSelectionRule.fieldRatio_tendsto_zero' depends on axioms: [propext, Classical.choice, Quot.sound]
```

## From matching conditions to bounds in Lean

`one_sub_and_one_add_fresnelP` clears the denominator D to obtain the closed forms of 1 − r and 1 + r. `matching_iff_fresnelP` proves both directions: the matching conditions force the Fresnel amplitude, and that amplitude satisfies them. Its first `linear_combination` multiplies the electric condition by ε and eliminates τ, as in the derivation above.

`denominator_ne_zero` multiplies the supposed equation D = 0 by ε cos t − s, then uses `hs` and the trigonometric identity to reach the factorised quadratic. Both factors are nonzero by hypothesis, a contradiction.

`fieldRatio_eq` first shows that the normal field is nonzero, then proves the ratio by cross-multiplication. `fieldRatio_norm_sq` takes the modulus and replaces s² through `hs`. In `surface_field_ratio`, `norm_sub_norm_le` and `norm_sub_le` are the two halves of the triangle inequality. `fieldRatio_norm_sq_of_neg` obtains D ≠ 0 from the sign of ε and evaluates the modulus exactly.

## From bounds to the limit in Lean

`fieldRatio_rate` restricts attention to |ε| > 1 + sin² t/cos² t, where both exceptional permittivities are excluded. There the bounds apply, and the local identity `alg` rewrites them, after multiplication by |ε|, as 1/sin² t ∓ 1/|ε|. Both sides have the same limit, so the squeeze theorem finishes the argument.

`fieldRatio_tendsto_zero` multiplies this finite limit by 1/|ε| → 0, which gives |R|² → 0. Continuity of the square root then gives |R| → 0, and therefore R → 0.
